# Correlated Gaussians with real symmetric exponent matrices are linearly independent exactly when the matrices are pairwise distinct

When a few-particle wave function is expanded in explicitly correlated Gaussians, the question whether any basis function is redundant depends on what counts as a basis function, and here it is a real-valued function on the whole coordinate space $\mathbb R^n$. A linear combination vanishes if it is zero at every point. No integral enters, so the exponent matrices need not be positive definite.

The vector $x$ collects all particle coordinates. The Gaussians are centred at the origin and carry no polynomial prefactor. In Lean, the finite type `n` labels the coordinates and the type `ι`, which may be infinite, labels the Gaussians.

```lean
import Mathlib

open Matrix

namespace CorrelatedGaussianIndependence

noncomputable section

variable {n ι : Type*} [Fintype n]
```

## The Gaussian and its exponent

For a real matrix $A$, write

$$q_A(x)=x^{\mathsf T}Ax=\sum_{i,j}x_iA_{ij}x_j .$$

The off-diagonal entries couple different coordinates, which is how a term such as $|\mathbf r_1-\mathbf r_2|^2$ enters the exponent. Lean writes the form with a dot product and a matrix-vector product.

```lean
/-- The quadratic form `xᵀ A x` in the exponent of a correlated Gaussian. -/
def quadForm (A : Matrix n n ℝ) (x : n → ℝ) : ℝ := x ⬝ᵥ A *ᵥ x
```

The correlated Gaussian is $f_A(x)=e^{-q_A(x)}$, called `ecg A` in the code. The exponent has no factor $\tfrac12$, unlike in some textbooks, and the function is not normalised. For positive definite $A$ the normalised function is $(\det(2A)/\pi^n)^{1/4}f_A$, and such nonzero factors do not affect linear independence.

```lean
/-- The explicitly correlated Gaussian `exp (-xᵀ A x)` with exponent matrix `A`. -/
def ecg (A : Matrix n n ℝ) (x : n → ℝ) : ℝ := Real.exp (-quadForm A x)
```

Both factors of $x$ in the form scale with $t$, so $q_A(tx)=t^2q_A(x)$.

```lean
/-- Stretching the coordinates by `t` multiplies the quadratic form by `t²`. -/
theorem quadForm_smul (A : Matrix n n ℝ) (t : ℝ) (x : n → ℝ) :
    quadForm A (t • x) = t ^ 2 * quadForm A x := by
  simp only [quadForm, Matrix.mulVec_smul, smul_dotProduct, dotProduct_smul, smul_eq_mul]
  ring
```

## A symmetric matrix is fixed by its quadratic form

Let $e_i$ be the coordinate unit vectors. For any matrix $M$,

$$q_M(e_i+e_j)=M_{ii}+M_{ij}+M_{ji}+M_{jj}.$$

Suppose $A$ and $B$ are symmetric and $q_A=q_B$. Taking $i=j$ gives $4A_{ii}=4B_{ii}$, so the diagonals agree. For general $i,j$ what remains is $A_{ij}+A_{ji}=B_{ij}+B_{ji}$, which by symmetry is $2A_{ij}=2B_{ij}$. In the code, `key` is the displayed identity, and `linarith` combines its instances with the two symmetry conditions.

```lean
/-- Two real symmetric matrices with the same quadratic form are equal. -/
theorem eq_of_quadForm_eq {A B : Matrix n n ℝ} (hA : A.IsSymm) (hB : B.IsSymm)
    (h : ∀ x, quadForm A x = quadForm B x) : A = B := by
  classical
  -- polarization: evaluate on sums of two coordinate vectors
  have key : ∀ (M : Matrix n n ℝ) (i j : n),
      quadForm M (Pi.single i 1 + Pi.single j 1) = M i i + M i j + M j i + M j j := by
    intro M i j
    simp only [quadForm, Matrix.mulVec_add, add_dotProduct, dotProduct_add,
      Matrix.mulVec_single_one, single_one_dotProduct, Matrix.col_apply]
    ring
  have h1 : ∀ i j, A i i + A i j + A j i + A j j = B i i + B i j + B j i + B j j := by
    intro i j
    rw [← key A, ← key B]
    exact h _
  ext i j
  linarith [h1 i i, h1 j j, h1 i j, hA.apply i j, hB.apply i j]
```

## One direction that separates all the forms

Take a finite set $s$ of labels from a family of pairwise distinct symmetric matrices $A_k$. For $k\neq l$ in $s$, the polynomial

$$p_{kl}(x)=\sum_{i,j}(A_k-A_l)_{ij}\,x_ix_j=q_{A_k}(x)-q_{A_l}(x)$$

is not zero, since otherwise the previous step would give $A_k=A_l$. A product of nonzero real polynomials is nonzero, so $\prod_{k\ne l}p_{kl}\neq0$. A real polynomial that vanishes at every point is the zero polynomial, so there is a vector $v$ at which this product is nonzero. Every factor is then nonzero at $v$, and the numbers $q_{A_k}(v)$ with $k\in s$ are pairwise different.

In Lean, `s.offDiag` is the set of ordered pairs with different entries, `Finset.prod_ne_zero_iff` handles the product, and `MvPolynomial.funext` supplies the point. The conclusion `Set.InjOn` says that different labels in `s` give different values.

```lean
/-- For finitely many members of a family of pairwise distinct real symmetric matrices there is
one direction `v` along which their quadratic forms take pairwise different values. -/
theorem exists_separating_direction {A : ι → Matrix n n ℝ} (hA : ∀ k, (A k).IsSymm)
    (hinj : Function.Injective A) (s : Finset ι) :
    ∃ v : n → ℝ, Set.InjOn (fun k => quadForm (A k) v) (s : Set ι) := by
  classical
  -- the difference of two quadratic forms, as a polynomial in the coordinates
  let p : ι × ι → MvPolynomial n ℝ := fun kl =>
    ∑ i, ∑ j, MvPolynomial.C (A kl.1 i j - A kl.2 i j) * MvPolynomial.X i * MvPolynomial.X j
  have hp : ∀ kl x, MvPolynomial.eval x (p kl)
      = quadForm (A kl.1) x - quadForm (A kl.2) x := by
    intro kl x
    simp only [p, quadForm, dotProduct, Matrix.mulVec, map_sum, map_mul,
      MvPolynomial.eval_C, MvPolynomial.eval_X, Finset.mul_sum, ← Finset.sum_sub_distrib]
    exact Finset.sum_congr rfl fun i _ => Finset.sum_congr rfl fun j _ => by ring
  -- the product of all differences is not the zero polynomial
  have hne : ∏ kl ∈ s.offDiag, p kl ≠ 0 := by
    rw [Finset.prod_ne_zero_iff]
    intro kl hkl h0
    obtain ⟨-, -, hkl'⟩ := Finset.mem_offDiag.mp hkl
    refine hkl' (hinj (eq_of_quadForm_eq (hA _) (hA _) fun x => ?_))
    have hx := hp kl x
    rw [h0, map_zero] at hx
    linarith
  -- hence it is nonzero at some point
  obtain ⟨v, hv⟩ : ∃ v, MvPolynomial.eval v (∏ kl ∈ s.offDiag, p kl) ≠ 0 := by
    by_contra hcon
    apply hne
    apply MvPolynomial.funext
    intro x
    rw [map_zero]
    by_contra hx
    exact hcon ⟨x, hx⟩
  rw [map_prod, Finset.prod_ne_zero_iff] at hv
  refine ⟨v, fun k hk l hl hkl => ?_⟩
  by_contra hne'
  refine hv (k, l) (Finset.mem_offDiag.mpr ⟨hk, hl, hne'⟩) ?_
  rw [hp]
  exact sub_eq_zero.mpr hkl
```

## Power sums determine their weights

Let $s$ have $N$ elements, let the real nodes $z_k$ be pairwise distinct, and suppose $\sum_{k\in s}c_kz_k^m=0$ for $m=0,\dots,N-1$. Fix $k\in s$ and form

$$P(X)=\prod_{j\in s,\;j\neq k}(X-z_j)=\sum_{m=0}^{N-1}a_mX^m .$$

This polynomial has degree $N-1$, so only the assumed power sums occur in

$$\sum_{l\in s}c_lP(z_l)=\sum_{m=0}^{N-1}a_m\sum_{l\in s}c_lz_l^m=0 .$$

Since $P$ vanishes at every node except $z_k$, the left side is also $c_kP(z_k)$. As $P(z_k)\neq0$, it follows that $c_k=0$. For $N=1$ the product is empty and $P=1$.

The code follows this order: `hdeg` bounds the degree, `hsum` exchanges the two sums, `hone` leaves the single term, and `hPk` shows that its factor is nonzero.

```lean
/-- If `N` nodes `z k` are pairwise distinct and the weighted power sums `∑ c k * z k ^ m`
vanish for `m = 0, …, N - 1`, then all weights vanish. -/
theorem weights_eq_zero_of_power_sums {s : Finset ι} {z c : ι → ℝ}
    (hz : Set.InjOn z (s : Set ι))
    (h : ∀ m < s.card, ∑ k ∈ s, c k * z k ^ m = 0) : ∀ k ∈ s, c k = 0 := by
  classical
  intro k hk
  -- a polynomial that vanishes at every node except `z k`
  let P : Polynomial ℝ := ∏ j ∈ s.erase k, (Polynomial.X - Polynomial.C (z j))
  have heval : ∀ x, P.eval x = ∏ j ∈ s.erase k, (x - z j) := by
    intro x
    simp [P, Polynomial.eval_prod]
  have hdeg : P.natDegree < s.card := by
    calc P.natDegree
        ≤ ∑ j ∈ s.erase k, (Polynomial.X - Polynomial.C (z j)).natDegree :=
          Polynomial.natDegree_prod_le _ _
      _ = (s.erase k).card := by
          simp only [Polynomial.natDegree_X_sub_C, Finset.sum_const, smul_eq_mul, mul_one]
      _ < s.card := Finset.card_erase_lt_of_mem hk
  have hsum : ∑ l ∈ s, c l * P.eval (z l) = 0 := by
    simp only [Polynomial.eval_eq_sum_range, Finset.mul_sum]
    rw [Finset.sum_comm]
    refine Finset.sum_eq_zero fun m hm => ?_
    have hm' : m < s.card := by
      have := Finset.mem_range.mp hm
      omega
    calc ∑ l ∈ s, c l * (P.coeff m * z l ^ m)
        = P.coeff m * ∑ l ∈ s, c l * z l ^ m := by
          rw [Finset.mul_sum]
          exact Finset.sum_congr rfl fun l _ => by ring
      _ = 0 := by rw [h m hm', mul_zero]
  have hone : ∑ l ∈ s, c l * P.eval (z l) = c k * P.eval (z k) := by
    refine Finset.sum_eq_single_of_mem k hk fun l hl hlk => ?_
    have h0 : ∏ j ∈ s.erase k, (z l - z j) = 0 :=
      Finset.prod_eq_zero (Finset.mem_erase.mpr ⟨hlk, hl⟩) (sub_self (z l))
    rw [heval, h0, mul_zero]
  have hPk : P.eval (z k) ≠ 0 := by
    rw [heval, Finset.prod_ne_zero_iff]
    intro j hj
    obtain ⟨hjk, hjs⟩ := Finset.mem_erase.mp hj
    exact sub_ne_zero.mpr fun e => hjk (hz hk hjs e).symm
  rw [hone] at hsum
  exact (mul_eq_zero.mp hsum).resolve_right hPk
```

## Gaussians on a ray become powers

At the point $\sqrt m\,v$ the scaling rule gives

$$f_A(\sqrt m\,v)=e^{-m\,q_A(v)}=f_A(v)^m .$$

```lean
/-- At the point `√m v` a correlated Gaussian equals the `m`-th power of its value at `v`. -/
theorem ecg_sqrt_smul (A : Matrix n n ℝ) (v : n → ℝ) (m : ℕ) :
    ecg A (Real.sqrt m • v) = ecg A v ^ m := by
  unfold ecg
  rw [quadForm_smul, Real.sq_sqrt (Nat.cast_nonneg m), ← Real.exp_nat_mul, mul_neg]
```

Choose $v$ as the separating direction and set $z_k=f_{A_k}(v)$. The exponential function is injective, so these nodes are pairwise distinct. If $\sum_{k\in s}c_kf_{A_k}$ vanishes at the $N$ points $\sqrt m\,v$ with $m=0,\dots,N-1$, the first of which is the origin, then the power sums of the $z_k$ vanish and all $c_k$ are zero.

The order of the quantifiers matters in the statement: $v$ is chosen from the matrices alone, and the same $v$ then serves for every set of coefficients.

```lean
/-- For `N` correlated Gaussians with pairwise distinct symmetric exponent matrices there is a
direction `v` such that a linear combination vanishing at the `N` points `√m v`,
`m = 0, …, N - 1`, has all coefficients zero. -/
theorem exists_sampling_ray {A : ι → Matrix n n ℝ} (hA : ∀ k, (A k).IsSymm)
    (hinj : Function.Injective A) (s : Finset ι) :
    ∃ v : n → ℝ, ∀ c : ι → ℝ,
      (∀ m < s.card, ∑ k ∈ s, c k * ecg (A k) (Real.sqrt m • v) = 0) → ∀ k ∈ s, c k = 0 := by
  obtain ⟨v, hv⟩ := exists_separating_direction hA hinj s
  refine ⟨v, fun c h => weights_eq_zero_of_power_sums (z := fun k => ecg (A k) v) ?_ ?_⟩
  · intro k hk l hl e
    have e' : -quadForm (A k) v = -quadForm (A l) v := Real.exp_injective e
    exact hv hk hl (neg_inj.mp e')
  · intro m hm
    simpa only [ecg_sqrt_smul] using h m hm
```

## Independence is the same as distinctness

A combination that is zero everywhere is zero at the sampling points, so pairwise distinct matrices give independent Gaussians. Conversely, if $A_k=A_l$ for two different labels, the same function occurs twice and $f_{A_k}-f_{A_l}=0$ is a nontrivial relation.

In the theorem, `hA` says that every matrix is symmetric, `Function.Injective A` says that different labels carry different matrices, and `LinearIndependent ℝ` refers to finite combinations with real coefficients. The tactic `rw [linearIndependent_iff']` reduces the claim to one finite set, and `congrFun` evaluates the vanishing combination at a sampling point.

```lean
/-- Correlated Gaussians `exp (-xᵀ A_k x)` with real symmetric exponent matrices are linearly
independent over the reals if and only if the matrices `A_k` are pairwise distinct. -/
theorem linearIndependent_ecg_iff {A : ι → Matrix n n ℝ} (hA : ∀ k, (A k).IsSymm) :
    LinearIndependent ℝ (fun k => ecg (A k)) ↔ Function.Injective A := by
  refine ⟨fun h k l e => h.injective (congrArg ecg e), fun hinj => ?_⟩
  rw [linearIndependent_iff']
  intro s c hc
  -- a vanishing combination vanishes in particular on the sampling ray
  obtain ⟨v, hv⟩ := exists_sampling_ray hA hinj s
  refine hv c fun m _ => ?_
  have hx := congrFun hc (Real.sqrt m • v)
  simpa only [Finset.sum_apply, Pi.smul_apply, smul_eq_mul, Pi.zero_apply] using hx
```

The step from here to a variational calculation is the passage from pointwise functions to square-integrable states. For positive definite $A_k$ it is short: the Gaussians are continuous and square-integrable, and a continuous function of zero norm vanishes everywhere. A finite basis of distinct Gaussians of this origin-centred, prefactor-free kind therefore has a nonsingular overlap matrix, although that matrix may still be badly conditioned when some exponent matrices are close together.

## What symmetry of the matrix excludes

A number equals its own transpose, so $x^{\mathsf T}A^{\mathsf T}x=x^{\mathsf T}Ax$ and $f_{A^{\mathsf T}}=f_A$. A family that contains a nonsymmetric matrix together with its transpose can thus have pairwise distinct matrices and still repeat a function.

```lean
/-- A matrix and its transpose define the same correlated Gaussian. -/
theorem ecg_transpose (A : Matrix n n ℝ) : ecg Aᵀ = ecg A := by
  funext x
  unfold ecg quadForm
  rw [Matrix.dotProduct_mulVec x Aᵀ x, Matrix.vecMul_transpose, dotProduct_comm]
```

## Images under particle permutations

Symmetry projection applies permutations to a Gaussian and adds the results with suitable coefficients. For a totally symmetric or totally antisymmetric spatial function these are signs, up to a common factor; for mixed symmetry they can be other numbers. For any square matrix $P$, now a coordinate map and not the polynomial used above,

$$f_A(Px)=e^{-(Px)^{\mathsf T}A(Px)}=f_{P^{\mathsf T}AP}(x).$$

```lean
/-- A linear change of coordinates `x ↦ P x` turns the correlated Gaussian of `A` into that of
`Pᵀ A P`. -/
theorem ecg_mulVec (A P : Matrix n n ℝ) (x : n → ℝ) :
    ecg A (P *ᵥ x) = ecg (Pᵀ * A * P) x := by
  unfold ecg quadForm
  rw [← Matrix.mulVec_mulVec, ← Matrix.mulVec_mulVec, Matrix.dotProduct_mulVec x Pᵀ,
    Matrix.vecMul_transpose]
```

If $A$ is symmetric, so is each $P_g^{\mathsf T}AP_g$. The equivalence above then applies to the images $x\mapsto f_A(P_gx)$, which are independent exactly when the matrices $P_g^{\mathsf T}AP_g$ are pairwise distinct. The labels $g$ need not form a group, and the $P_g$ need not be invertible.

For a single spatial Gaussian of this type, the criterion tells whether the terms of its projection are redundant. When the permuted Gaussians are independent, the projected function vanishes only if all its coefficients are zero. The criterion does not compare projections of different Gaussians.

In the proof, `himg` rewrites the images as Gaussians, and the last `simp only` checks the symmetry of the transformed matrices.

```lean
/-- The images `x ↦ f (P_g x)` of one correlated Gaussian `f` with symmetric exponent matrix `A`
under linear maps `P_g`, for instance particle permutations, are linearly independent if and only
if the matrices `P_gᵀ A P_g` are pairwise distinct. -/
theorem linearIndependent_images_iff {A : Matrix n n ℝ} (hA : A.IsSymm)
    (P : ι → Matrix n n ℝ) :
    LinearIndependent ℝ (fun g => fun x : n → ℝ => ecg A (P g *ᵥ x)) ↔
      Function.Injective (fun g => (P g)ᵀ * A * P g) := by
  have himg : (fun g => fun x : n → ℝ => ecg A (P g *ᵥ x))
      = fun g => ecg ((P g)ᵀ * A * P g) := by
    funext g x
    exact ecg_mulVec A (P g) x
  rw [himg]
  refine linearIndependent_ecg_iff (A := fun g => (P g)ᵀ * A * P g) fun g => ?_
  simp only [Matrix.IsSymm, Matrix.transpose_mul, Matrix.transpose_transpose, hA.eq,
    Matrix.mul_assoc]

end

end CorrelatedGaussianIndependence
```

```lean
#print axioms CorrelatedGaussianIndependence.linearIndependent_ecg_iff
#print axioms CorrelatedGaussianIndependence.ecg_transpose
#print axioms CorrelatedGaussianIndependence.linearIndependent_images_iff
```

```
'CorrelatedGaussianIndependence.linearIndependent_ecg_iff' depends on axioms: [propext, Classical.choice, Quot.sound]
'CorrelatedGaussianIndependence.ecg_transpose' depends on axioms: [propext, Classical.choice, Quot.sound]
'CorrelatedGaussianIndependence.linearIndependent_images_iff' depends on axioms: [propext, Classical.choice, Quot.sound]
```

## Exponents of higher degree

The same argument works informally for functions $e^{-h_k(x)}$ whose exponents $h_k$ are pairwise distinct real homogeneous polynomials of one common degree $d\geq1$, for example quartic forms. The product of the differences again supplies a separating direction $v$, and the sampling points become $m^{1/d}v$, because $h_k(m^{1/d}v)=m\,h_k(v)$. The power-sum step is unchanged.
